# A fermionic excitation T of rank k ≥ 1 between distinct modes satisfies T² = 0 and T T† T = T

An excitation is modelled here as an ordered product over two lists of modes, P for the modes to be filled and Q for the modes to be emptied, with ladder operators taken from any ring with an adjoint in which the canonical anticommutation relations hold. If all the listed modes are distinct and at least one is listed, the product T squares to zero and is a partial isometry, T T† T = T.

```lean
import Mathlib

open scoped Matrix Kronecker

noncomputable section

namespace UnitaryCoupledCluster

variable {R ι : Type*} [Ring R] [StarRing R]

/-- The canonical anticommutation relations for annihilation operators `a i`
with creation operators `star (a i)`. -/
structure CAR (a : ι → R) : Prop where
  sq : ∀ i, a i * a i = 0
  anti : ∀ i j, i ≠ j → a i * a j + a j * a i = 0
  same : ∀ i, a i * star (a i) + star (a i) * a i = 1
  mixed : ∀ i j, i ≠ j → a i * star (a j) + star (a j) * a i = 0

/-- The excitation operator that annihilates the modes in `Q` and creates the modes in `P`,
in the order of the lists. -/
def excitation (a : ι → R) (P Q : List ι) : R :=
  (P.map fun p => star (a p)).prod * (Q.map a).prod

/-- The generator `T - T*` of unitary coupled cluster for one excitation `T`. -/
def uccGenerator (a : ι → R) (P Q : List ι) : R :=
  excitation a P Q - star (excitation a P Q)

/-- Two operators anticommute, and the first also anticommutes with the adjoint of the second. -/
def AntiPair (x y : R) : Prop :=
  x * y = -(y * x) ∧ x * star y = -(star y * x)

/-- A string of ladder operators: each factor forms an `AntiPair` with every later one, and each
factor `x` satisfies `x² = 0` and `x x* x = x`. -/
def IsLadderString (L : List R) : Prop :=
  L.Pairwise AntiPair ∧ ∀ x ∈ L, x * x = 0 ∧ x * star x * x = x

/-- An operator that anticommutes with every factor of a string and with the adjoint of every
factor passes through the string and through its adjoint with one and the same sign. -/
theorem pass_string (x : R) (L : List R) (h : ∀ y ∈ L, AntiPair x y) :
    (x * L.prod = L.prod * x ∧ x * star L.prod = star L.prod * x) ∨
    (x * L.prod = -(L.prod * x) ∧ x * star L.prod = -(star L.prod * x)) := by
  induction L with
  | nil => left; simp
  | cons y L ih =>
    obtain ⟨hy, hy'⟩ := h y (by simp)
    rw [List.prod_cons, star_mul]
    -- each further factor flips the sign
    rcases ih (fun z hz => h z (by simp [hz])) with ⟨h1, h2⟩ | ⟨h1, h2⟩
    · right
      constructor
      · linear_combination (norm := noncomm_ring) hy * L.prod - y * h1
      · linear_combination (norm := noncomm_ring) h2 * star y + star L.prod * hy'
    · left
      constructor
      · linear_combination (norm := noncomm_ring) hy * L.prod - y * h1
      · linear_combination (norm := noncomm_ring) h2 * star y - star L.prod * hy'

/-- A non-empty string of ladder operators squares to zero. -/
theorem string_sq (L : List R) (h : IsLadderString L) (hne : L ≠ []) :
    L.prod * L.prod = 0 := by
  cases L with
  | nil => exact absurd rfl hne
  | cons x L =>
    have hx := (h.2 x (by simp)).1
    rw [List.prod_cons]
    -- bring the two copies of the first factor together
    rcases pass_string x L (List.pairwise_cons.mp h.1).1 with ⟨h1, _⟩ | ⟨h1, _⟩
    · linear_combination (norm := noncomm_ring) hx * (L.prod * L.prod) - x * h1 * L.prod
    · linear_combination (norm := noncomm_ring) x * h1 * L.prod - hx * (L.prod * L.prod)

/-- A string `S` of ladder operators is a partial isometry: `S S* S = S`. -/
theorem string_partial_isometry (L : List R) (h : IsLadderString L) :
    L.prod * star L.prod * L.prod = L.prod := by
  induction L with
  | nil => simp
  | cons x L ih =>
    obtain ⟨hx, hL⟩ := List.pairwise_cons.mp h.1
    have hS := ih ⟨hL, fun y hy => h.2 y (by simp [hy])⟩
    rw [List.prod_cons, star_mul]
    -- the two signs cancel, so `x` and `x*` commute with `S S*`
    have hc : x * (L.prod * star L.prod) = L.prod * star L.prod * x := by
      rcases pass_string x L hx with ⟨h1, h2⟩ | ⟨h1, h2⟩
      · linear_combination (norm := noncomm_ring) h1 * star L.prod + L.prod * h2
      · linear_combination (norm := noncomm_ring) h1 * star L.prod - L.prod * h2
    have hc' : star x * (L.prod * star L.prod) = L.prod * star L.prod * star x := by
      have := congrArg star hc
      simpa only [star_mul, star_star, mul_assoc] using this.symm
    calc x * L.prod * (star L.prod * star x) * (x * L.prod)
        = x * (L.prod * star L.prod * star x) * x * L.prod := by simp only [mul_assoc]
      _ = x * star x * (L.prod * star L.prod * x) * L.prod := by
          rw [← hc']; simp only [mul_assoc]
      _ = (x * star x * x) * (L.prod * star L.prod * L.prod) := by
          rw [← hc]; simp only [mul_assoc]
      _ = x * L.prod := by rw [(h.2 x (by simp)).2, hS]

/-- If the canonical anticommutation relations hold and the modes are distinct, the creation and
annihilation operators in an excitation form a string of ladder operators. -/
theorem CAR.isLadderString {a : ι → R} (h : CAR a) {P Q : List ι} (hd : (P ++ Q).Nodup) :
    IsLadderString ((P.map fun p => star (a p)) ++ Q.map a) := by
  obtain ⟨hP, hQ, hPQ⟩ := List.pairwise_append.mp hd
  have aa : ∀ i j, i ≠ j → AntiPair (a i) (a j) := fun i j hij =>
    ⟨eq_neg_of_add_eq_zero_left (h.anti i j hij), eq_neg_of_add_eq_zero_left (h.mixed i j hij)⟩
  have ss : ∀ i j, i ≠ j → AntiPair (star (a i)) (star (a j)) := fun i j hij =>
    ⟨by simpa only [star_mul, star_neg] using congrArg star (aa j i hij.symm).1,
      by rw [star_star]; exact eq_neg_of_add_eq_zero_right (h.mixed j i hij.symm)⟩
  have iso : ∀ i, a i * star (a i) * a i = a i := fun i => by
    linear_combination (norm := noncomm_ring) h.same i * a i - star (a i) * h.sq i
  constructor
  · refine List.pairwise_append.mpr
      ⟨List.pairwise_map.mpr (List.Pairwise.imp (fun hij => ss _ _ hij) hP),
        List.pairwise_map.mpr (List.Pairwise.imp (fun hij => aa _ _ hij) hQ), ?_⟩
    intro x hx y hy
    obtain ⟨i, hi, rfl⟩ := List.mem_map.mp hx
    obtain ⟨j, hj, rfl⟩ := List.mem_map.mp hy
    have hs := ss i j (hPQ i hi j hj)
    exact ⟨by simpa only [star_star] using hs.2, hs.1⟩
  · intro x hx
    rcases List.mem_append.mp hx with hx | hx <;> obtain ⟨i, _, rfl⟩ := List.mem_map.mp hx
    · exact ⟨by simpa only [star_mul, star_zero] using congrArg star (h.sq i),
        by simpa only [star_mul, star_star, mul_assoc] using congrArg star (iso i)⟩
    · exact ⟨h.sq i, iso i⟩

/-- If the canonical anticommutation relations hold, an excitation `T` between distinct modes, with
at least one ladder operator, satisfies `T² = 0` and `T T* T = T`. Rank `k` is the case where both
lists have length `k`. -/
theorem excitation_sq_and_partial_isometry {a : ι → R} (h : CAR a) {P Q : List ι}
    (hd : (P ++ Q).Nodup) (hne : P ++ Q ≠ []) :
    excitation a P Q * excitation a P Q = 0 ∧
    excitation a P Q * star (excitation a P Q) * excitation a P Q = excitation a P Q := by
  have hs := h.isLadderString hd
  rw [excitation, ← List.prod_append]
  exact ⟨string_sq _ hs (by simpa using hne), string_partial_isometry _ hs⟩

/-- If the canonical anticommutation relations hold, the generator `G = T - T*` of an excitation
between distinct modes, with at least one ladder operator, satisfies `G³ = -G`. -/
theorem uccGenerator_cube {a : ι → R} (h : CAR a) {P Q : List ι}
    (hd : (P ++ Q).Nodup) (hne : P ++ Q ≠ []) :
    uccGenerator a P Q * uccGenerator a P Q * uccGenerator a P Q = -uccGenerator a P Q := by
  obtain ⟨h0, h1⟩ := excitation_sq_and_partial_isometry h hd hne
  unfold uccGenerator
  generalize excitation a P Q = T at h0 h1 ⊢
  have h0' : star T * star T = 0 := by
    simpa only [star_mul, star_zero] using congrArg star h0
  have h1' : star T * T * star T = star T := by
    simpa only [star_mul, star_star, mul_assoc] using congrArg star h1
  -- only the alternating products survive
  calc (T - star T) * (T - star T) * (T - star T)
      = T * T * (T - star T) - star T * (T * T) + star T * star T * (T - star T)
        + T * (star T * star T) - T * star T * T + star T * T * star T := by noncomm_ring
    _ = -(T - star T) := by rw [h0, h0', h1, h1']; noncomm_ring

/-- The annihilation matrix of a single mode. -/
def lower : Matrix (Fin 2) (Fin 2) ℂ := !![0, 1; 0, 0]

/-- The parity matrix of a single mode. -/
def parity : Matrix (Fin 2) (Fin 2) ℂ := !![1, 0; 0, -1]

/-- Annihilation matrices of two fermionic modes, the second carrying the parity of the first. -/
def twoModes : Fin 2 → Matrix (Fin 2 × Fin 2) (Fin 2 × Fin 2) ℂ :=
  ![lower ⊗ₖ 1, parity ⊗ₖ lower]

/-- The two-mode matrices satisfy the canonical anticommutation relations. -/
theorem CAR_witness : CAR twoModes := by
  have two : ∀ i j : Fin 2, i ≠ j → (i = 0 ∧ j = 1) ∨ (i = 1 ∧ j = 0) := by decide
  have hs : lowerᴴ = !![0, 0; 1, 0] := by
    ext i j; fin_cases i <;> fin_cases j <;> simp [lower]
  have hp : parityᴴ = parity := by
    ext i j; fin_cases i <;> fin_cases j <;> simp [parity]
  -- the relations between 2 × 2 matrices
  obtain ⟨ll, pp, lp, rp, lr⟩ : lower * lower = 0 ∧ parity * parity = 1 ∧
      lower * parity + parity * lower = 0 ∧ parity * lowerᴴ + lowerᴴ * parity = 0 ∧
      lower * lowerᴴ + lowerᴴ * lower = 1 := by
    rw [hs]
    refine ⟨?_, ?_, ?_, ?_, ?_⟩ <;> ext i j <;> fin_cases i <;> fin_cases j <;>
      simp [lower, parity]
  have m0 : twoModes 0 = lower ⊗ₖ 1 := rfl
  have m1 : twoModes 1 = parity ⊗ₖ lower := rfl
  have s0 : star (twoModes 0) = lowerᴴ ⊗ₖ 1 := by
    rw [m0, Matrix.star_eq_conjTranspose, Matrix.conjTranspose_kronecker,
      Matrix.conjTranspose_one]
  have s1 : star (twoModes 1) = parity ⊗ₖ lowerᴴ := by
    rw [m1, Matrix.star_eq_conjTranspose, Matrix.conjTranspose_kronecker, hp]
  have h01 : twoModes 0 * twoModes 1 + twoModes 1 * twoModes 0 = 0 := by
    rw [m0, m1, ← Matrix.mul_kronecker_mul, ← Matrix.mul_kronecker_mul, one_mul, mul_one,
      ← Matrix.add_kronecker, lp, Matrix.zero_kronecker]
  constructor
  · refine Fin.forall_fin_two.mpr ⟨?_, ?_⟩
    · rw [m0, ← Matrix.mul_kronecker_mul, ll, Matrix.zero_kronecker]
    · rw [m1, ← Matrix.mul_kronecker_mul, ll, Matrix.kronecker_zero]
  · intro i j hij
    rcases two i j hij with ⟨rfl, rfl⟩ | ⟨rfl, rfl⟩
    · exact h01
    · rw [add_comm]; exact h01
  · refine Fin.forall_fin_two.mpr ⟨?_, ?_⟩
    · rw [s0, m0, ← Matrix.mul_kronecker_mul, ← Matrix.mul_kronecker_mul, mul_one,
        ← Matrix.add_kronecker, lr, Matrix.one_kronecker_one]
    · rw [s1, m1, ← Matrix.mul_kronecker_mul, ← Matrix.mul_kronecker_mul, pp,
        ← Matrix.kronecker_add, lr, Matrix.one_kronecker_one]
  · intro i j hij
    rcases two i j hij with ⟨rfl, rfl⟩ | ⟨rfl, rfl⟩
    · rw [s1, m0, ← Matrix.mul_kronecker_mul, ← Matrix.mul_kronecker_mul, one_mul, mul_one,
        ← Matrix.add_kronecker, lp, Matrix.zero_kronecker]
    · rw [s0, m1, ← Matrix.mul_kronecker_mul, ← Matrix.mul_kronecker_mul, one_mul, mul_one,
        ← Matrix.add_kronecker, rp, Matrix.zero_kronecker]

end UnitaryCoupledCluster
```

```lean
#print axioms UnitaryCoupledCluster.excitation_sq_and_partial_isometry
#print axioms UnitaryCoupledCluster.uccGenerator_cube
```

```
'UnitaryCoupledCluster.excitation_sq_and_partial_isometry' depends on axioms: [propext, Quot.sound]
'UnitaryCoupledCluster.uccGenerator_cube' depends on axioms: [propext, Quot.sound]
```

## The algebra and the excitation

The ring `R` carries an operation `star`, written † below, which is additive, reverses products and undoes itself when applied twice. The family `a : ι → R` assigns to each mode i an annihilation operator a_i, and a_i† is the creation operator. The structure `CAR a` collects four relations, the second and fourth for i ≠ j:

a_i a_i = 0

a_i a_j + a_j a_i = 0

a_i a_i† + a_i† a_i = 1

a_i a_j† + a_j† a_i = 0

The first is listed separately because anticommutation of a_i with itself gives only 2 a_i² = 0, and a general ring may not allow division by 2. The last two say that the modes are orthonormal spin-orbitals; for non-orthogonal orbitals an overlap would stand on the right-hand side.

The definition `excitation a P Q` is

T = (∏ over p in P of a_p†) (∏ over q in Q of a_q),

with the factors in list order. Reordering a list of distinct modes can change only the sign of T. The hypothesis `(P ++ Q).Nodup` says that no mode occurs twice in the two lists together, and `P ++ Q ≠ []` says that there is at least one factor. A rank-k excitation has k modes in each list, with k ≥ 1. The theorem also admits lists of unequal length, so it covers strings that change the particle number.

No Hilbert space, Hamiltonian or reference determinant enters. The index type may be infinite, but each excitation has finitely many factors. The matrices `twoModes` show that the relations can be satisfied: they are the Jordan–Wigner matrices for modes 0 and 1, and `parity` in the second supplies the sign that makes the two modes anticommute.

## Moving a ladder operator through a string

Any two factors x and y of T belong to different modes, so the relations and their adjoints give

x y = −y x and x y† = −y† x.

This is `AntiPair x y`. Each single factor also satisfies x² = 0 and x x† x = x. For an annihilation operator the second identity follows from

a_i a_i† a_i = (1 − a_i† a_i) a_i = a_i − a_i† a_i² = a_i,

and the adjoint of this line gives the identity for a creation operator. The predicate `IsLadderString` combines these properties, and `CAR.isLadderString` proves them for the factors of an excitation. Within that proof, `aa` treats two annihilators, `ss` two creators, and `iso` is the line just displayed.

Now let S be a product of m factors, each forming such a pair with x. Moving x through S costs one sign per factor. The adjoint S† has the same number of factors, so the sign is the same:

x S = ε S x and x S† = ε S† x, with ε = (−1)^m.

The lemma `pass_string` states this without counting: either both relations hold with a plus sign or both hold with a minus sign. Its induction on the list swaps the two cases with each new factor. The `linear_combination` steps multiply known relations by suitable factors on the left or right and add them, and `noncomm_ring` checks the result without commuting anything.

## Why T² vanishes

Split off the first factor, T = x S. Then

T² = x S x S = ε x x S S = 0,

because x² = 0. This is `string_sq`. If T has a single factor, S is the empty product 1 and the argument still holds. Physically, the modes in P cannot be filled twice and the modes in Q cannot be emptied twice.

## Why T T† T = T

The two equal signs cancel when x passes S S†:

x S S† = ε S x S† = ε² S S† x = S S† x.

Since S S† is its own adjoint, the adjoint of this relation shows that x† commutes with S S† as well. These are the steps `hc` and `hc'` in `string_partial_isometry`. Assume S S† S = S for the shorter string. Then

T T† T = x S S† x† x S

= x x† S S† x S

= x x† x S S† S

= x S = T.

The `calc` block follows the same lines, and the induction starts from the empty product, where the identity reads 1 = 1. The theorem `excitation_sq_and_partial_isometry` joins the creation and annihilation parts into one string and applies both lemmas.

In the occupation-number picture, T† T projects onto the determinants in which every mode of Q is occupied and every mode of P is empty. On those determinants T preserves the norm; all others it sends to zero.

## The generator of a unitary coupled cluster factor

The definition `uccGenerator` is G = T − T†. The adjoints of the two identities are T† T† = 0 and T† T T† = T†. Therefore

G² = −(T T† + T† T),

G³ = −(T T† + T† T)(T − T†)

= −(T T† T − T† T T†)

= −(T − T†) = −G.

The theorem `uccGenerator_cube` proves this by expanding the cube and removing every product in which T or T† stands next to itself. In factorized unitary coupled cluster this is the algebra behind each exponential factor, for one excitation at a time; a sum of several generators need not satisfy the same cubic relation.

## From the cubic relation to a rotation in code

For complex matrices and a real amplitude θ, the power series of exp(θG) can be summed by hand using G³ = −G. The odd powers reduce to ±G and the even powers from the second on to ±G², so

exp(θG) = 1 + sin θ G + (1 − cos θ) G².

The Lean file stops at the cubic relation and contains no exponential. In a state-vector program the formula becomes a rotation of pairs of amplitudes. If D is a determinant with all modes of Q occupied and all modes of P empty, then

exp(θG) |D⟩ = cos θ |D⟩ + sin θ T |D⟩,

where T |D⟩ is the excited determinant up to a fermionic sign. Its partner rotates back with the opposite sine, and determinants that neither T nor T† can act on are left unchanged. No matrix exponential has to be computed numerically for such a factor.

## A repeated mode, and no mode at all

Take P and Q to be the same one-element list, containing mode 0 of `twoModes`. Then T = a_0† a_0 is the number operator of that mode. It is a non-zero projector, so T² = T and the first identity fails, although T T† T = T still holds. Distinctness is what rules this case out.

With both lists empty, T = 1 and T² = 1, which again is not zero in the matrix example. The condition k ≥ 1 excludes this case.
